# Odd closed loops separate the zero-point energies of head-to-tail and side-by-side coupled oscillators

Consider a row of identical polarisable atoms, each modelled as a charge on a spring. If the charges move along the row, equal displacements set the dipoles head to tail, which lowers their interaction energy. If they move across it, equal displacements set the dipoles side by side, which raises it: the coupling changes sign. At equal spacing the first coupling is twice as strong, but shortening the second row by a factor \(2^{1/3}\) makes the strengths equal. Does the sign alone then affect the dispersion energy?

Let \(q\) collect the displacements, one per atom, and let \(K\) be the symmetric matrix of dimensionless coupling strengths, with nonnegative entries. For oscillators of mass \(\mu\) and bare frequency \(\omega_0\), the potential energy and zero-point energy are

\[
V_\mp=\tfrac12\mu\omega_0^2\,q^{T}(1\mp K)q,\qquad
E_\mp=\tfrac12\hbar\omega_0\,\mathrm{tr}\sqrt{1\mp K},
\]

with the upper sign for head to tail. The dispersion energy is \(E_\mp\) less the zero-point energy of the uncoupled oscillators, which is the same for both signs. If the operator norm of \(K\) is below 1, then \(E_-\le E_+\), and the two energies are equal exactly when \(\mathrm{tr}(K^m)=0\) for every odd \(m\). The norm condition means that every mode keeps a positive force constant under either sign of the coupling.

In Lean, the type `n` labels the oscillators, and `‖K‖` is the operator norm for Euclidean length, here the largest \(|\lambda|\) among the eigenvalues of \(K\).

```lean
import Mathlib

open Matrix
open scoped Matrix.Norms.L2Operator

namespace OddLoopDispersion

noncomputable section

variable {n : Type*} [Fintype n] [DecidableEq n]
```

## Frequencies as a positive square root

The matrix root is specified by two properties: it is positive semidefinite, and its square is the force-constant matrix. Below, `P` is such a root of \(1+K\) and `M` one of \(1-K\); `M` is not a mass. Their traces are sums of mode frequencies in units of \(\omega_0\).

```lean
/-- `P` is a positive square root of the force-constant matrix `A`: it is positive semidefinite and
squares to `A`. -/
def IsPosRoot (P A : Matrix n n ℝ) : Prop := P.PosSemidef ∧ P * P = A
```

## Positive weights for odd orders

The binomial series will give closed loops of length \(2k+1\) the weight

\[
w_k=2\binom{1/2}{2k+1},\qquad w_0=1,\quad w_1=\tfrac18,\quad w_2=\tfrac7{128}.
\]

```lean
/-- The weight of closed loops of length `2k+1`: twice the binomial coefficient of `1/2` over
`2k+1`. -/
def loopWeight (k : ℕ) : ℝ := 2 * Ring.choose (1 / 2 : ℝ) (2 * k + 1)
```

The numerator of the binomial coefficient is \(\tfrac12(\tfrac12-1)(\tfrac12-2)\cdots(\tfrac12-2k)\). It is positive for \(k=0\). Each increase of \(k\) by one adds two negative factors, so the sign is preserved. Dividing by \((2k+1)!\) does not change it. The induction `pos` follows this argument.

```lean
/-- Every odd loop length carries a strictly positive weight. -/
theorem loopWeight_pos (k : ℕ) : 0 < loopWeight k := by
  -- the falling factorial of 1/2 gains one factor per step
  have step : ∀ m : ℕ, (descPochhammer ℤ (m + 1)).smeval (1 / 2 : ℝ)
      = (descPochhammer ℤ m).smeval (1 / 2 : ℝ) * (1 / 2 - m) := by
    intro m
    rw [descPochhammer_succ_right, Polynomial.smeval_mul, Polynomial.smeval_sub,
      Polynomial.smeval_X, Polynomial.smeval_natCast, pow_one, pow_zero, nsmul_eq_mul, mul_one]
  -- two further factors are both negative, so the sign at odd order is kept
  have pos : 0 < (descPochhammer ℤ (2 * k + 1)).smeval (1 / 2 : ℝ) := by
    induction k with
    | zero =>
      rw [step, Nat.mul_zero, descPochhammer_zero, Polynomial.smeval_one]
      norm_num
    | succ k ih =>
      rw [show 2 * (k + 1) + 1 = (2 * k + 1) + 1 + 1 by ring, step, step, mul_assoc]
      refine mul_pos ih (mul_pos_of_neg_of_neg ?_ ?_) <;> push_cast <;>
        linarith [(Nat.cast_nonneg k : (0 : ℝ) ≤ k)]
  rw [Ring.descPochhammer_eq_factorial_smul_choose, nsmul_eq_mul] at pos
  have h := pos_of_mul_pos_right pos (Nat.cast_nonneg _)
  unfold loopWeight
  linarith
```

For \(|x|<1\), subtract the binomial series at \(-x\) from the one at \(x\):

\[
\sqrt{1+x}-\sqrt{1-x}=\sum_{m\ge0}\binom{1/2}{m}\bigl(x^m-(-x)^m\bigr)=\sum_{k\ge0}w_k\,x^{2k+1}.
\]

Even powers cancel and odd powers double. `HasSum` states that the series converges to the given value; `inj.hasSum_iff` restricts the sum to odd orders.

```lean
/-- For `|x| < 1` the frequency difference `√(1+x) - √(1-x)` is a series in odd powers of `x`
with the loop weights as coefficients. -/
theorem hasSum_sqrt_sub {x : ℝ} (hx : |x| < 1) :
    HasSum (fun k => loopWeight k * x ^ (2 * k + 1)) (√(1 + x) - √(1 - x)) := by
  have binom : ∀ y : ℝ, |y| < 1 →
      HasSum (fun m => Ring.choose (1 / 2 : ℝ) m * y ^ m) (√(1 + y)) := by
    intro y hy
    have h := (Real.one_add_rpow_hasFPowerSeriesOnBall_zero (a := 1 / 2)).hasSum (y := y) (by
      change edist y 0 < 1
      rw [edist_dist, ENNReal.ofReal_lt_one]
      simpa [Real.dist_eq] using hy)
    simpa [binomialSeries, FormalMultilinearSeries.ofScalars_apply_eq, Real.sqrt_eq_rpow,
      mul_comm] using h
  have h := (binom x hx).sub (binom (-x) (by rwa [abs_neg]))
  rw [← sub_eq_add_neg] at h
  -- even powers cancel, so only odd orders remain
  have inj : Function.Injective (fun k : ℕ => 2 * k + 1) := fun a b hab => by
    simp only at hab
    omega
  rw [← inj.hasSum_iff] at h
  · have e : (fun k => loopWeight k * x ^ (2 * k + 1)) =
        (fun m => Ring.choose (1 / 2 : ℝ) m * x ^ m - Ring.choose (1 / 2 : ℝ) m * (-x) ^ m) ∘
          (fun k : ℕ => 2 * k + 1) := by
      funext k
      simp only [Function.comp_apply, loopWeight]
      rw [Odd.neg_pow ⟨k, rfl⟩]
      ring
    rw [e]
    exact h
  · intro m hm
    have he : Even m := by
      rw [← Nat.not_odd_iff_even]
      rintro ⟨k, rfl⟩
      exact hm ⟨k, rfl⟩
    rw [he.neg_pow, sub_self]
```

## From coupled atoms to modes

A real symmetric \(K\) has orthonormal eigenvectors \(u_i\) with \(Ku_i=\lambda_iu_i\). Taking lengths gives \(|\lambda_i|=\|Ku_i\|\le\|K\|<1\). In Lean the \(u_i\) are the columns of `U`, the \(\lambda_i\) are `l i`, and `star U` is the transpose.

```lean
/-- A symmetric coupling matrix of operator norm below 1 has an orthonormal basis of modes, the
columns of `U`, with all eigenvalues strictly between -1 and 1. -/
theorem exists_modes {K : Matrix n n ℝ} (hK : K.IsSymm) (hn : ‖K‖ < 1) :
    ∃ (U : Matrix n n ℝ) (l : n → ℝ),
      U * star U = 1 ∧ K * U = U * diagonal l ∧ ∀ i, |l i| < 1 := by
  have hH : K.IsHermitian := by
    rw [Matrix.IsHermitian, conjTranspose_eq_transpose_of_trivial]
    exact hK
  refine ⟨hH.eigenvectorUnitary, hH.eigenvalues,
    Matrix.mem_unitaryGroup_iff.1 hH.eigenvectorUnitary.2, ?_, fun i => ?_⟩
  · ext a j
    rw [mul_diagonal]
    exact (congrFun (hH.mulVec_eigenvectorBasis j) a).trans (mul_comm _ _)
  · have h := Matrix.l2_opNorm_mulVec K (hH.eigenvectorBasis i)
    rw [hH.mulVec_eigenvectorBasis i] at h
    have h' : ‖hH.eigenvalues i • hH.eigenvectorBasis i‖ ≤ ‖K‖ * ‖hH.eigenvectorBasis i‖ := h
    rw [norm_smul, hH.eigenvectorBasis.orthonormal.1 i, mul_one, mul_one, Real.norm_eq_abs] at h'
    exact h'.trans_lt hn
```

The same vectors diagonalise both force-constant matrices, since \((1\pm K)u_i=(1\pm\lambda_i)u_i\).

```lean
/-- If the columns of `U` are modes of `K` with eigenvalues `l i`, they are also modes of `1 + K`
and `1 - K`, with eigenvalues `1 + l i` and `1 - l i`. -/
theorem shifted_modes {K U : Matrix n n ℝ} {l : n → ℝ} (h : K * U = U * diagonal l) :
    (1 + K) * U = U * diagonal (fun i => 1 + l i) ∧
      (1 - K) * U = U * diagonal (fun i => 1 - l i) := by
  constructor <;> ext i j
  · rw [add_mul, one_mul, Matrix.add_apply, h, mul_diagonal, mul_diagonal]
    ring
  · rw [sub_mul, one_mul, Matrix.sub_apply, h, mul_diagonal, mul_diagonal]
    ring
```

All these eigenvalues are positive. For either matrix, call them \(a_i\) and set \(D=\mathrm{diag}(\sqrt{a_i})\). Then \(UDU^T\) is positive semidefinite, and

\[
(UDU^T)(UDU^T)=UD^2U^T=U\,\mathrm{diag}(a_i)\,U^T,
\]

which is the original matrix. Roots `P` and `M` therefore exist.

```lean
/-- For symmetric `K` of operator norm below 1, both `1 + K` and `1 - K` have positive square
roots. -/
theorem exists_posRoot {K : Matrix n n ℝ} (hK : K.IsSymm) (hn : ‖K‖ < 1) :
    (∃ P, IsPosRoot P (1 + K)) ∧ ∃ M, IsPosRoot M (1 - K) := by
  obtain ⟨U, l, hU, hl, hb⟩ := exists_modes hK hn
  have key : ∀ (A : Matrix n n ℝ) (a : n → ℝ), A * U = U * diagonal a → (∀ i, 0 ≤ a i) →
      ∃ P, IsPosRoot P A := by
    intro A a hA ha
    refine ⟨U * diagonal (fun i => √(a i)) * star U,
      (posSemidef_diagonal_iff.2 fun i => Real.sqrt_nonneg _).mul_mul_conjTranspose_same U, ?_⟩
    have hD : diagonal (fun i => √(a i)) * diagonal (fun i => √(a i)) = diagonal a := by
      rw [diagonal_mul_diagonal]
      exact congrArg diagonal (funext fun i => Real.mul_self_sqrt (ha i))
    generalize diagonal (fun i => √(a i)) = D at hD ⊢
    calc U * D * star U * (U * D * star U) = U * D * (star U * U) * D * star U := by
          noncomm_ring
      _ = U * (D * D) * star U := by rw [mul_eq_one_comm.1 hU]; noncomm_ring
      _ = A := by rw [hD, ← hA, mul_assoc, hU, mul_one]
  exact ⟨key _ _ (shifted_modes hl).1 fun i => by linarith [(abs_lt.1 (hb i)).1],
    key _ _ (shifted_modes hl).2 fun i => by linarith [(abs_lt.1 (hb i)).2]⟩
```

The trace of any positive root must also be identified. Let \(P^2=A\) and \(Au_j=a_ju_j\) with \(a_j>0\), and let \(x_j=Pu_j-\sqrt{a_j}\,u_j\) measure the failure of \(P\) to act as the frequency. Then

\[
Px_j=a_ju_j-\sqrt{a_j}\,Pu_j=-\sqrt{a_j}\,x_j,\qquad
0\le x_j^TPx_j=-\sqrt{a_j}\,\|x_j\|^2 .
\]

Hence \(x_j=0\), and \(\mathrm{tr}\,P=\sum_j\sqrt{a_j}\). The code collects the \(x_j\) as columns of `X`; `hPX` is the first relation and `hX0` the conclusion.

```lean
/-- If the columns of the orthogonal matrix `U` are modes of `A` with positive eigenvalues `a i`,
the trace of a positive square root of `A` is the sum of the frequencies `√(a i)`. -/
theorem trace_posRoot {A P U : Matrix n n ℝ} {a : n → ℝ} (hU : U * star U = 1)
    (hA : A * U = U * diagonal a) (ha : ∀ i, 0 < a i) (hP : IsPosRoot P A) :
    P.trace = ∑ i, √(a i) := by
  have hD : diagonal (fun i => √(a i)) * diagonal (fun i => √(a i)) = diagonal a := by
    rw [diagonal_mul_diagonal]
    exact congrArg diagonal (funext fun i => Real.mul_self_sqrt (ha i).le)
  -- the defect X of "P acts as the frequency on each mode" satisfies P X = - X D
  obtain ⟨X, hX⟩ : ∃ X, X = P * U - U * diagonal (fun i => √(a i)) := ⟨_, rfl⟩
  have hPX : P * X + X * diagonal (fun i => √(a i)) = 0 := by
    calc _ = P * P * U - U * (diagonal (fun i => √(a i)) * diagonal (fun i => √(a i))) := by
          rw [hX]; noncomm_ring
      _ = 0 := by rw [hP.2, hD, hA, sub_self]
  -- positivity of P forces every column of X to vanish
  have hX0 : X = 0 := by
    ext k j
    have hx : P *ᵥ (fun k => X k j) = (-√(a j)) • (fun k => X k j) := by
      funext i
      have h := congrFun (congrFun hPX i) j
      rw [Matrix.add_apply, mul_diagonal, Matrix.zero_apply] at h
      change (P * X) i j = -√(a j) * X i j
      linarith
    have hpos := hP.1.dotProduct_mulVec_nonneg (fun k => X k j)
    rw [star_trivial, hx, dotProduct_smul, smul_eq_mul] at hpos
    have hs : 0 ≤ (fun k => X k j) ⬝ᵥ (fun k => X k j) :=
      Finset.sum_nonneg fun i _ => mul_self_nonneg _
    have h0 : (fun k => X k j) ⬝ᵥ (fun k => X k j) = 0 := by
      nlinarith [Real.sqrt_pos.2 (ha j)]
    exact congrFun (dotProduct_self_eq_zero.1 h0) k
  have hPU : P * U = U * diagonal (fun i => √(a i)) := sub_eq_zero.1 (hX.symm.trans hX0)
  calc P.trace = (P * U * star U).trace := by rw [mul_assoc, hU, mul_one]
    _ = ∑ i, √(a i) := by
      rw [hPU, trace_mul_comm, ← mul_assoc, mul_eq_one_comm.1 hU, one_mul, trace_diagonal]
```

## The energy difference as a sum over loops

Since \(K^mu_i=\lambda_i^mu_i\), we have \(\mathrm{tr}(K^m)=\sum_i\lambda_i^m\). Summing the scalar series over the finitely many modes gives

\[
\mathrm{tr}\,P-\mathrm{tr}\,M=\sum_i\sum_{k\ge0}w_k\lambda_i^{2k+1}=\sum_{k\ge0}w_k\,\mathrm{tr}\bigl(K^{2k+1}\bigr).
\]

The trace of \(K^m\) adds the products of couplings along all closed walks of \(m\) steps, which may revisit atoms; these are the loops meant here. The identity holds for couplings of any sign.

```lean
/-- For symmetric `K` of operator norm below 1, the difference of the traces of the positive
roots of `1 + K` and `1 - K` is a weighted sum over closed loops of odd length. -/
theorem hasSum_odd_loops {K P M : Matrix n n ℝ} (hK : K.IsSymm) (hn : ‖K‖ < 1)
    (hP : IsPosRoot P (1 + K)) (hM : IsPosRoot M (1 - K)) :
    HasSum (fun k => loopWeight k * (K ^ (2 * k + 1)).trace) (P.trace - M.trace) := by
  obtain ⟨U, l, hU, hl, hb⟩ := exists_modes hK hn
  have hpow : ∀ m : ℕ, K ^ m * U = U * diagonal (fun i => l i ^ m) := by
    intro m
    induction m with
    | zero => simp
    | succ m ih =>
      rw [pow_succ, mul_assoc, hl, ← mul_assoc, ih, mul_assoc, diagonal_mul_diagonal]
      simp only [pow_succ]
  have htr : ∀ m : ℕ, (K ^ m).trace = ∑ i, l i ^ m := by
    intro m
    calc (K ^ m).trace = (K ^ m * U * star U).trace := by rw [mul_assoc, hU, mul_one]
      _ = _ := by
        rw [hpow, trace_mul_comm, ← mul_assoc, mul_eq_one_comm.1 hU, one_mul, trace_diagonal]
  rw [trace_posRoot hU (shifted_modes hl).1 (fun i => by linarith [(abs_lt.1 (hb i)).1]) hP,
    trace_posRoot hU (shifted_modes hl).2 (fun i => by linarith [(abs_lt.1 (hb i)).2]) hM,
    ← Finset.sum_sub_distrib]
  simp only [htr, Finset.mul_sum]
  exact hasSum_sum fun i _ => hasSum_sqrt_sub (hb i)
```

## Nonnegative couplings fix the order

Products and sums of nonnegative entries are nonnegative, so every \(\mathrm{tr}(K^{2k+1})\ge0\) and the series cannot be negative. This gives \(\mathrm{tr}\,M\le\mathrm{tr}\,P\). If the traces are equal, a series of nonnegative terms sums to zero, so each term vanishes; as \(w_k>0\), each odd loop trace vanishes. Conversely, if these traces vanish, so does the series.

The theorem takes symmetry, the norm bound, nonnegative entries and the two roots as hypotheses `hK`, `hn`, `h0`, `hP` and `hM`. It allows diagonal entries, which are zero for couplings between different atoms. With a zero diagonal, two atoms have no odd loops and the two energies agree.

```lean
/-- For symmetric `K` with nonnegative entries and operator norm below 1, the trace of `√(1-K)`
is at most that of `√(1+K)`, with equality exactly when all odd closed-loop traces vanish. -/
theorem headToTail_le_sideBySide {K P M : Matrix n n ℝ} (hK : K.IsSymm) (hn : ‖K‖ < 1)
    (h0 : ∀ i j, 0 ≤ K i j) (hP : IsPosRoot P (1 + K)) (hM : IsPosRoot M (1 - K)) :
    M.trace ≤ P.trace ∧ (M.trace = P.trace ↔ ∀ m, Odd m → (K ^ m).trace = 0) := by
  have hent : ∀ (m : ℕ) (i j : n), 0 ≤ (K ^ m) i j := by
    intro m
    induction m with
    | zero =>
      intro i j
      rw [pow_zero, Matrix.one_apply]
      split_ifs <;> norm_num
    | succ m ih =>
      intro i j
      rw [pow_succ, Matrix.mul_apply]
      exact Finset.sum_nonneg fun k _ => mul_nonneg (ih i k) (h0 k j)
  have hterm : ∀ k, 0 ≤ loopWeight k * (K ^ (2 * k + 1)).trace := fun k =>
    mul_nonneg (loopWeight_pos k).le (Finset.sum_nonneg fun i _ => hent _ i i)
  have hs := hasSum_odd_loops hK hn hP hM
  refine ⟨sub_nonneg.1 (hs.nonneg hterm), fun he => ?_, fun hodd => ?_⟩
  · -- a vanishing sum of nonnegative terms vanishes term by term
    rw [he, sub_self, hasSum_zero_iff_of_nonneg hterm] at hs
    rintro m ⟨k, rfl⟩
    exact (mul_eq_zero.1 (congrFun hs k)).resolve_left (loopWeight_pos k).ne'
  · have hz : (fun k => loopWeight k * (K ^ (2 * k + 1)).trace) = fun _ => 0 :=
      funext fun k => by rw [hodd _ ⟨k, rfl⟩, mul_zero]
    rw [hz] at hs
    exact (sub_eq_zero.1 (hs.unique hasSum_zero)).symm
```

Three positive couplings around a triangle contribute \(K_{ij}K_{jk}K_{ki}>0\) to \(\mathrm{tr}(K^3)\). No other contribution is negative, so equality is impossible and \(E_-<E_+\). In the row of the opening every pair of atoms is coupled, not only neighbours, so this holds from three atoms on.

```lean
/-- For symmetric `K` with nonnegative entries and operator norm below 1, if the three couplings
`K i j`, `K j k` and `K k i` around a triangle are positive, the trace of `√(1-K)` is strictly below
that of `√(1+K)`. -/
theorem triangle_strict {K P M : Matrix n n ℝ} (hK : K.IsSymm) (hn : ‖K‖ < 1)
    (h0 : ∀ i j, 0 ≤ K i j) (hP : IsPosRoot P (1 + K)) (hM : IsPosRoot M (1 - K))
    {i j k : n} (hij : 0 < K i j) (hjk : 0 < K j k) (hki : 0 < K k i) :
    M.trace < P.trace := by
  obtain ⟨hle, heq⟩ := headToTail_le_sideBySide hK hn h0 hP hM
  refine lt_of_le_of_ne hle fun he => ?_
  have h3 := heq.1 he 3 ⟨1, rfl⟩
  have h2 : ∀ a b, 0 ≤ (K * K) a b := fun a b =>
    Finset.sum_nonneg fun c _ => mul_nonneg (h0 a c) (h0 c b)
  -- the triangle is one of the nonnegative contributions to the trace of K³
  have hik : 0 < (K * K) i k := by
    rw [Matrix.mul_apply]
    exact Finset.sum_pos' (fun c _ => mul_nonneg (h0 i c) (h0 c k))
      ⟨j, Finset.mem_univ j, mul_pos hij hjk⟩
  have hii : 0 < (K * K * K) i i := by
    rw [Matrix.mul_apply]
    exact Finset.sum_pos' (fun c _ => mul_nonneg (h2 i c) (h0 c i))
      ⟨k, Finset.mem_univ k, mul_pos hik hki⟩
  have hpos : 0 < (K * K * K).trace :=
    Finset.sum_pos' (fun a _ => Finset.sum_nonneg fun c _ => mul_nonneg (h2 a c) (h0 c a))
      ⟨i, Finset.mem_univ i, hii⟩
  rw [pow_succ, pow_two] at h3
  exact hpos.ne' h3

end

end OddLoopDispersion
```

```lean
#print axioms OddLoopDispersion.exists_posRoot
#print axioms OddLoopDispersion.headToTail_le_sideBySide
#print axioms OddLoopDispersion.triangle_strict
```

```
'OddLoopDispersion.exists_posRoot' depends on axioms: [propext, Classical.choice, Quot.sound]
'OddLoopDispersion.headToTail_le_sideBySide' depends on axioms: [propext, Classical.choice, Quot.sound]
'OddLoopDispersion.triangle_strict' depends on axioms: [propext, Classical.choice, Quot.sound]
```

## Couplings of the other sign, and real atoms

Without any condition on the signs of the entries, the inequality can fail. Take three atoms with \(K_{ij}=-\kappa\) for \(i\ne j\), zero diagonal and \(0<\kappa<\tfrac12\). The eigenvalues are \(-2\kappa,\kappa,\kappa\), so the norm is below 1. The triangle result applied to \(-K\), which exchanges the two roots, gives \(\mathrm{tr}\,M>\mathrm{tr}\,P\).

Many-body dispersion methods in electronic structure obtain an energy from coupled-oscillator frequencies of this kind; the comparison here concerns finitely many identical oscillators with one displacement each. Passing to real atoms requires all three directions of motion, and with one axis along the row the full dipole tensor has entries of both signs.
